# On a one-dimensional periodic grid with a fixed real potential, the five-point stencil raises each ordered three-point level by between 0 and $2/(3h^2)$

Take a free particle on a ring of three sites with spacing $h>0$, in units $\hbar=m=1$. Write the second difference of a state $\psi$ as

$$(D\psi)_j=\psi_{j+1}-2\psi_j+\psi_{j-1}.$$

The three-point kinetic energy is $-D/(2h^2)$. The fourth-order five-point stencil adds $D^2/(24h^2)$ to it. On the constant state $D=0$, and on states whose entries sum to zero $D=-3$. The levels $0,\ \tfrac{3}{2h^2},\ \tfrac{3}{2h^2}$ therefore become $0,\ \tfrac{15}{8h^2},\ \tfrac{15}{8h^2}$. None falls, and the mean rise is $1/(4h^2)$.

## From a square of differences to every level

Now take $N\ge3$ sites and a real potential $V_j$. Let $A$ and $B$ be the three-point and five-point Hamiltonians, with increasingly ordered levels $a_k$ and $b_k$, $k=0,\dots,N-1$. The claim is

$$a_k\le b_k\le a_k+\frac{2}{3h^2},\qquad \frac1N\sum_k(b_k-a_k)=\frac1{4h^2}.$$

**Energy difference.** The potential cancels in $B-A$. Over the common denominator $24h^2$, the stencil coefficients are $(1,-16,30,-16,1)$ and $(0,-12,24,-12,0)$. Their difference $(1,-4,6,-4,1)$ is that of $D^2$. Both Hamiltonians are real symmetric, so real vectors suffice for finding their levels. Since $D$ is symmetric, every real $\psi$ satisfies

$$\langle\psi,(B-A)\psi\rangle=\frac{1}{24h^2}\sum_j(D\psi)_j^2\ge0.$$

For real $a,b,c$,

$$4a^2+8b^2+4c^2-(a-2b+c)^2=2(a+b)^2+2(b+c)^2+(a-c)^2\ge0.$$

Summed around the ring, this gives $\sum_j(D\psi)_j^2\le16\|\psi\|^2$, so the energy difference is at most $\tfrac{2}{3h^2}\|\psi\|^2$.

**Levels.** With a potential, $A$ and $B$ generally have different eigenvectors. Fix $k$ and require $x$ to be orthogonal to the $k$ modes of $A$ below $k$ and the $N-1-k$ modes of $B$ above $k$. These are $N-1$ conditions in $N$ dimensions, so some $x\neq0$ satisfies them. Then

$$a_k\|x\|^2\le\langle x,Ax\rangle\le\langle x,Bx\rangle\le b_k\|x\|^2.$$

Exchanging $A$ and $B$ and using the upper bound on the energy difference gives $b_k\le a_k+2/(3h^2)$.

**Mean.** The diagonal entries are $1/h^2+V_j$ and $5/(4h^2)+V_j$. The traces differ by $N/(4h^2)$.

## Changing the stencil in a real-space calculation

In a one-particle calculation on such a ring, the step replaces the kinetic coefficients and keeps the potential array. At $h=0.2$ bohr the bound is about $16.7$ hartree and the mean rise is $6.25$ hartree, large values because they include the grid's most oscillatory states. For the normalised three-point ground state $\psi$, chosen real, the variational principle gives the finer estimate $b_0\le a_0+\sum_j(D\psi)_j^2/(24h^2)$, a hand argument separate from the theorems below. The comparison is between the levels of two stencils on the same grid, not with the continuum, and a self-consistent potential that changes with the stencil does not satisfy its assumption.

## The ring and its Hamiltonians in Lean

Sites are elements of `ZMod N`, whose modular addition supplies the periodicity.

```lean
import Mathlib

open Matrix

namespace RingStencils

noncomputable section

variable {N : ℕ} [NeZero N] {H : Matrix (ZMod N) (ZMod N) ℝ} (hH : H.IsHermitian)
```

A hop reads the value $d$ sites ahead.

```lean
/-- The cyclic hop by `d` sites: it sends `ψ` to the function `j ↦ ψ (j + d)`. -/
def hop (d : ZMod N) : Matrix (ZMod N) (ZMod N) ℝ :=
  Matrix.of fun i j => if j = i + d then 1 else 0
```

The Hamiltonians combine hops with a diagonal potential. For $N=3$ or $4$ some hops coincide and their coefficients add.

```lean
/-- The three-point Hamiltonian on the ring, for spacing `h ≠ 0` and site potential `V`. -/
def threePoint (h : ℝ) (V : ZMod N → ℝ) : Matrix (ZMod N) (ZMod N) ℝ :=
  (1 / (2 * h ^ 2)) • ((2 : ℝ) • 1 - hop 1 - hop (-1)) + diagonal V

/-- The five-point Hamiltonian on the ring, for spacing `h ≠ 0` and site potential `V`. -/
def fivePoint (h : ℝ) (V : ZMod N → ℝ) : Matrix (ZMod N) (ZMod N) ℝ :=
  (1 / (24 * h ^ 2)) •
    ((30 : ℝ) • 1 - (16 : ℝ) • (hop 1 + hop (-1)) + hop 2 + hop (-2)) + diagonal V
```

## Ordered levels and modes

Mathlib's eigenvalues are indexed here by sites, so they are numbered and sorted. `level hH k` counts multiplicity, with `k : Fin N` starting at zero.

```lean
/-- A numbering of the ring sites. -/
def site : Fin N ≃ ZMod N := (Fintype.equivFinOfCardEq (ZMod.card N)).symm

/-- The numbering of the eigenvectors of `H` by increasing energy. -/
def order : Fin N ≃ ZMod N := (Tuple.sort (hH.eigenvalues ∘ site)).trans site

/-- The `k`-th energy level of `H`, in increasing order and counted with multiplicity. -/
def level (k : Fin N) : ℝ := hH.eigenvalues (order hH k)

/-- The normalised eigenvector that belongs to the `k`-th level. -/
def mode (k : Fin N) : ZMod N → ℝ := (hH.eigenvectorBasis (order hH k)).ofLp
```

The next theorem confirms that the matrices act by the usual finite-difference formulas.

```lean
/-- The two Hamiltonians act by the three-point and five-point finite-difference formulas. -/
theorem stencil_action (h : ℝ) (V ψ : ZMod N → ℝ) (j : ZMod N) :
    (threePoint h V *ᵥ ψ) j =
      -(ψ (j + 1) - 2 * ψ j + ψ (j - 1)) / (2 * h ^ 2) + V j * ψ j ∧
    (fivePoint h V *ᵥ ψ) j =
      -(-ψ (j + 2) + 16 * ψ (j + 1) - 30 * ψ j + 16 * ψ (j - 1) - ψ (j - 2)) / (24 * h ^ 2)
        + V j * ψ j := by
  have hop_act : ∀ d : ZMod N, (hop d *ᵥ ψ) j = ψ (j + d) := fun d => by
    simp [hop, Matrix.mulVec, dotProduct]
  constructor <;>
  · simp only [threePoint, fivePoint, add_mulVec, sub_mulVec, smul_mulVec, one_mulVec,
      Pi.add_apply, Pi.sub_apply, Pi.smul_apply, smul_eq_mul, mulVec_diagonal, hop_act,
      ← sub_eq_add_neg]
    ring
```

The adjoint of a hop is the reverse hop, which makes both matrices Hermitian.

```lean
omit [NeZero N] in
/-- Both grid Hamiltonians are Hermitian. -/
theorem hermitian (h : ℝ) (V : ZMod N → ℝ) :
    (threePoint h V).IsHermitian ∧ (fivePoint h V).IsHermitian := by
  have hop_adj : ∀ d : ZMod N, (hop d)ᴴ = hop (-d) := fun d => by
    ext i j
    have e : i = j + d ↔ j = i + -d :=
      ⟨fun h => by rw [h]; ring, fun h => by rw [h]; ring⟩
    simp only [conjTranspose_apply, hop, of_apply, e, star_trivial]
  constructor <;>
  · simp only [IsHermitian, threePoint, fivePoint, conjTranspose_add, conjTranspose_sub,
      conjTranspose_smul, conjTranspose_one, hop_adj, neg_neg, diagonal_conjTranspose,
      star_trivial]
    module
```

Norm and energy are expanded in the modes by Parseval's identity and the eigenvalue equation.

```lean
/-- The squared norm and the energy of a state are sums over the ordered eigenmodes. -/
theorem mode_expansion (x : ZMod N → ℝ) :
    x ⬝ᵥ x = ∑ k, (mode hH k ⬝ᵥ x) ^ 2 ∧
    x ⬝ᵥ H *ᵥ x = ∑ k, level hH k * (mode hH k ⬝ᵥ x) ^ 2 := by
  have parseval : ∀ y, x ⬝ᵥ y = ∑ k, (mode hH k ⬝ᵥ x) * (mode hH k ⬝ᵥ y) := fun y => by
    have e : ∑ i, ((hH.eigenvectorBasis i).ofLp ⬝ᵥ x) * ((hH.eigenvectorBasis i).ofLp ⬝ᵥ y)
        = x ⬝ᵥ y := by
      simpa only [EuclideanSpace.inner_eq_star_dotProduct, star_trivial, dotProduct_comm]
        using hH.eigenvectorBasis.sum_inner_mul_inner (WithLp.toLp 2 x) (WithLp.toLp 2 y)
    rw [← e]
    exact ((order hH).sum_comp fun i => ((hH.eigenvectorBasis i).ofLp ⬝ᵥ x) *
      ((hH.eigenvectorBasis i).ofLp ⬝ᵥ y)).symm
  refine ⟨by simp only [parseval x, sq], ?_⟩
  rw [parseval]
  refine Finset.sum_congr rfl fun k _ => ?_
  have hT : Hᵀ = H := (conjTranspose_eq_transpose_of_trivial H).symm.trans hH.eq
  have hm : H *ᵥ mode hH k = level hH k • mode hH k := hH.mulVec_eigenvectorBasis _
  rw [dotProduct_mulVec, ← mulVec_transpose, hT, hm, smul_dotProduct, smul_eq_mul]
  ring
```

## Comparing levels through one state

In `level_le`, the orthogonality conditions form the rows of a square matrix whose row `k` is zero. Its determinant vanishes, which supplies `x`. The bounds `h1` and `h2` are the outer inequalities of the chain above, and `c` allows for an energy offset.

```lean
/-- If the energy of every state under `A` exceeds that under `B` by at most `c` times the
squared norm, then each ordered level of `A` exceeds that of `B` by at most `c`. -/
theorem level_le {A B : Matrix (ZMod N) (ZMod N) ℝ} (hA : A.IsHermitian)
    (hB : B.IsHermitian) (c : ℝ)
    (hAB : ∀ x, x ⬝ᵥ A *ᵥ x ≤ x ⬝ᵥ B *ᵥ x + c * (x ⬝ᵥ x)) (k : Fin N) :
    level hA k ≤ level hB k + c := by
  -- a state orthogonal to the modes of `A` below `k` and to those of `B` above `k`
  have hdet : (Matrix.of fun r : ZMod N => if site.symm r < k then mode hA (site.symm r)
      else if k < site.symm r then mode hB (site.symm r) else 0).det = 0 :=
    det_eq_zero_of_row_eq_zero (site k) fun j => by simp
  obtain ⟨x, hx, hM⟩ := exists_mulVec_eq_zero_iff.mpr hdet
  have hlow : ∀ i < k, mode hA i ⬝ᵥ x = 0 := fun i hi => by
    simpa [Matrix.mulVec, hi] using congrFun hM (site i)
  have hupp : ∀ i, k < i → mode hB i ⬝ᵥ x = 0 := fun i hi => by
    simpa [Matrix.mulVec, hi, not_lt.mpr hi.le] using congrFun hM (site i)
  have h1 : level hA k * (x ⬝ᵥ x) ≤ x ⬝ᵥ A *ᵥ x := by
    rw [(mode_expansion hA x).2, (mode_expansion hA x).1, Finset.mul_sum]
    refine Finset.sum_le_sum fun i _ => ?_
    rcases lt_or_ge i k with hi | hi
    · simp [hlow i hi]
    · exact mul_le_mul_of_nonneg_right
        (Tuple.monotone_sort (hA.eigenvalues ∘ site) hi) (sq_nonneg _)
  have h2 : x ⬝ᵥ B *ᵥ x ≤ level hB k * (x ⬝ᵥ x) := by
    rw [(mode_expansion hB x).2, (mode_expansion hB x).1, Finset.mul_sum]
    refine Finset.sum_le_sum fun i _ => ?_
    rcases lt_or_ge k i with hi | hi
    · simp [hupp i hi]
    · exact mul_le_mul_of_nonneg_right
        (Tuple.monotone_sort (hB.eigenvalues ∘ site) hi) (sq_nonneg _)
  have hpos : 0 < x ⬝ᵥ x := lt_of_le_of_ne
    (Finset.sum_nonneg fun i _ => mul_self_nonneg (x i))
    (fun e => hx (dotProduct_self_eq_zero.mp e.symm))
  exact le_of_mul_le_mul_right (by linarith [hAB x]) hpos
```

## Bounding the stencil difference

Here `sh` states that ring sums are unchanged by translation. `key` is the summation by parts, checked site by site, and `hU` is the bound by $16\|\psi\|^2$.

```lean
/-- For `h > 0` the five-point energy minus the three-point energy is the sum of squared second
differences over `24 h²`; it lies between zero and `2 / (3 h²)` times the squared norm. -/
theorem stencil_difference {h : ℝ} (hh : 0 < h) (V ψ : ZMod N → ℝ) :
    24 * h ^ 2 * (ψ ⬝ᵥ fivePoint h V *ᵥ ψ - ψ ⬝ᵥ threePoint h V *ᵥ ψ) =
      ∑ j, (ψ (j + 1) - 2 * ψ j + ψ (j - 1)) ^ 2 ∧
    ψ ⬝ᵥ threePoint h V *ᵥ ψ ≤ ψ ⬝ᵥ fivePoint h V *ᵥ ψ ∧
    ψ ⬝ᵥ fivePoint h V *ᵥ ψ ≤ ψ ⬝ᵥ threePoint h V *ᵥ ψ + 2 / (3 * h ^ 2) * (ψ ⬝ᵥ ψ) := by
  -- sums over the ring are invariant under translation
  have sh : ∀ f : ZMod N → ℝ, ∑ j, f (j + 1) = ∑ j, f j := fun f =>
    Equiv.sum_comp (Equiv.addRight (1 : ZMod N)) f
  have e1 : ∀ j : ZMod N, j + 1 - 2 = j - 1 := fun j => by ring
  have e2 : ∀ j : ZMod N, j + 1 + 1 = j + 2 := fun j => by ring
  have s1 := sh fun j => ψ j ^ 2
  have s2 := sh fun j => ψ (j - 1) ^ 2
  have s3 := sh fun j => ψ j * ψ (j - 2)
  have s4 := sh fun j => ψ (j + 1) * ψ (j - 1)
  simp only [add_sub_cancel_right, e1, e2] at s2 s3 s4
  have key : ∑ j, ((ψ (j + 1) - 2 * ψ j + ψ (j - 1)) ^ 2
      - (24 * h ^ 2 * (ψ j * (fivePoint h V *ᵥ ψ) j)
        - 24 * h ^ 2 * (ψ j * (threePoint h V *ᵥ ψ) j))
      - ((ψ (j + 1) ^ 2 - ψ j ^ 2) + (ψ (j - 1) ^ 2 - ψ j ^ 2)
        + (ψ (j + 1) * ψ (j - 1) - ψ j * ψ (j - 2))
        + (ψ (j + 1) * ψ (j - 1) - ψ (j + 2) * ψ j))) = 0 := by
    refine Finset.sum_eq_zero fun j _ => ?_
    rw [(stencil_action h V ψ j).1, (stencil_action h V ψ j).2]
    field_simp
    ring
  simp only [Finset.sum_sub_distrib, Finset.sum_add_distrib, ← Finset.mul_sum] at key
  have hid : 24 * h ^ 2 * (ψ ⬝ᵥ fivePoint h V *ᵥ ψ - ψ ⬝ᵥ threePoint h V *ᵥ ψ) =
      ∑ j, (ψ (j + 1) - 2 * ψ j + ψ (j - 1)) ^ 2 := by
    simp only [dotProduct]
    linarith
  have hS : 0 ≤ ∑ j, (ψ (j + 1) - 2 * ψ j + ψ (j - 1)) ^ 2 :=
    Finset.sum_nonneg fun j _ => sq_nonneg _
  have hU : ∑ j, (ψ (j + 1) - 2 * ψ j + ψ (j - 1)) ^ 2 ≤ 16 * (ψ ⬝ᵥ ψ) := by
    have p : ∑ j, (ψ (j + 1) - 2 * ψ j + ψ (j - 1)) ^ 2 ≤
        ∑ j, (4 * ψ (j + 1) ^ 2 + 8 * ψ j ^ 2 + 4 * ψ (j - 1) ^ 2) :=
      Finset.sum_le_sum fun j _ => by
        nlinarith [sq_nonneg (ψ (j + 1) + ψ j), sq_nonneg (ψ j + ψ (j - 1)),
          sq_nonneg (ψ (j + 1) - ψ (j - 1))]
    simp only [Finset.sum_add_distrib, ← Finset.mul_sum] at p
    simp only [dotProduct, ← sq]
    linarith
  have hc : 0 < 24 * h ^ 2 := by positivity
  refine ⟨hid, le_of_mul_le_mul_left (by linarith) hc, le_of_mul_le_mul_left ?_ hc⟩
  have e : (2 : ℝ) = 2 / (3 * h ^ 2) * (3 * h ^ 2) := (div_eq_iff (by positivity)).1 rfl
  have e' : 24 * h ^ 2 * (2 / (3 * h ^ 2) * (ψ ⬝ᵥ ψ)) = 16 * (ψ ⬝ᵥ ψ) := by
    linear_combination (-8 * (ψ ⬝ᵥ ψ)) * e
  rw [mul_add, e']
  linarith
```

## The shift of every level

The final theorem applies `level_le` twice, with offsets $0$ and $2/(3h^2)$. For the mean, `hN` ensures that hops by one or two sites never return to their starting site, so they have zero trace. The sum rule is stated multiplied by $h^2$.

```lean
/-- On a ring of at least three sites with spacing `h > 0` and any real potential, passing from
the three-point to the five-point stencil lowers no ordered level and raises none by more than
`2 / (3 h²)`; the mean rise is `1 / (4 h²)`. -/
theorem level_shift (hN : 3 ≤ N) {h : ℝ} (hh : 0 < h) (V : ZMod N → ℝ) :
    (∀ k, level (hermitian h V).1 k ≤ level (hermitian h V).2 k ∧
      level (hermitian h V).2 k ≤ level (hermitian h V).1 k + 2 / (3 * h ^ 2)) ∧
    h ^ 2 * ∑ k, (level (hermitian h V).2 k - level (hermitian h V).1 k) = N / 4 := by
  refine ⟨fun k => ⟨?_, level_le _ _ _ (fun x => (stencil_difference hh V x).2.2) k⟩, ?_⟩
  · have := level_le (hermitian h V).1 (hermitian h V).2 0
      (fun x => by linarith [(stencil_difference hh V x).2.1]) k
    linarith
  -- the levels add up to the trace, to which hops do not contribute
  have tr : ∀ {H : Matrix (ZMod N) (ZMod N) ℝ} (hH : H.IsHermitian),
      ∑ k, level hH k = H.trace := fun hH =>
    ((order hH).sum_comp hH.eigenvalues).trans
      (by simpa using hH.trace_eq_sum_eigenvalues.symm)
  have t : ∀ d : ZMod N, d ≠ 0 → (hop d).trace = 0 := fun d hd => by
    simp [Matrix.trace, hop, hd]
  have h2 : (2 : ZMod N) ≠ 0 := fun e => by
    have := Nat.le_of_dvd (by norm_num)
      ((CharP.cast_eq_zero_iff (ZMod N) N 2).1 (by exact_mod_cast e))
    omega
  have h1 : (1 : ZMod N) ≠ 0 := fun e => h2 (by linear_combination 2 * e)
  rw [Finset.sum_sub_distrib, tr, tr]
  simp only [threePoint, fivePoint, trace_add, trace_sub, trace_smul, trace_one, t 1 h1,
    t (-1) (neg_ne_zero.mpr h1), t 2 h2, t (-2) (neg_ne_zero.mpr h2), ZMod.card, smul_eq_mul]
  field_simp
  ring

end

end RingStencils
```

```lean
#print axioms RingStencils.level_shift
```

```
'RingStencils.level_shift' depends on axioms: [propext, Classical.choice, Quot.sound]
```
